# The occupied and virtual diagonal blocks of a unitary matrix have determinants of equal modulus

Q: You say this is about occupied and virtual orbitals. I see matrices, but no electrons, no Hamiltonian and no Fermi level. What makes an orbital occupied?

A: Its label. The orbitals are indexed by a disjoint union `m ⊕ n`: labels from `m` count as occupied, labels from `n` as virtual. Occupation is a way of splitting the index set, and no energy enters. The two finite sets may have different sizes, and either may be empty. A third finite type, `ι`, is for orbitals that have not yet been split.

```lean
import Mathlib

open Matrix

namespace ParticleHoleDuality

variable {m n ι : Type*} [Fintype m] [DecidableEq m] [Fintype n] [DecidableEq n]
  [Fintype ι] [DecidableEq ι]
```

Q: And what is claimed about such a split?

A: Take a complex unitary matrix U that relates two orbital sets, with rows for one set and columns for the other. Write it in blocks, with a semicolon between block rows:

U = (A B; C D)

A is the occupied–occupied block and D the virtual–virtual block. Both are square, so the two sets have the same number of occupied orbitals. The claim is

det D = det U · conj(det A)

and therefore |det D| = |det A|.

Q: I would get that from a Schur complement, and then I need A to be invertible. But det A = 0 is a case I care about: it happens whenever one determinant is an excitation of the other.

A: The derivation never inverts a block. Forget unitarity for a moment and suppose only that U has a right inverse V = (P Q; R S). The left block column of U V = 1 says

A P + B R = 1

C P + D R = 0

Now keep the left block column of V and replace the right one by unit vectors. Multiplying by U gives

U · (P 0; R 1) = (A P + B R, B; C P + D R, D) = (1 B; 0 D)

The second factor on the left is block triangular with determinant det P, and the right-hand side is block triangular with determinant det D. So

det U · det P = det D

Nothing was divided by, and the entries may come from any commutative ring.

```lean
/-- Jacobi's identity for a diagonal block: the determinant of the virtual block of a matrix is
its full determinant times the determinant of the occupied block of its inverse. -/
theorem det_virtual_eq_det_mul_det_inverse_block {K : Type*} [CommRing K]
    {A P : Matrix m m K} {B Q : Matrix m n K} {C R : Matrix n m K} {D S : Matrix n n K}
    (h : fromBlocks A B C D * fromBlocks P Q R S = 1) :
    D.det = (fromBlocks A B C D).det * P.det := by
  rw [fromBlocks_multiply, ← fromBlocks_one, fromBlocks_inj] at h
  obtain ⟨h11, -, h21, -⟩ := h
  -- keep the occupied columns of the inverse and replace the others by unit vectors
  have key : fromBlocks A B C D * fromBlocks P 0 R 1 = fromBlocks 1 B 0 D := by
    rw [fromBlocks_multiply, h11, h21]
    simp only [Matrix.mul_zero, Matrix.mul_one, zero_add]
  -- both triangular determinants factorise
  have hdet := congrArg Matrix.det key
  rw [det_mul, det_fromBlocks_zero₁₂, det_fromBlocks_zero₂₁, det_one, det_one,
    mul_one, one_mul] at hdet
  exact hdet.symm
```

Q: Can you match the code to those lines?

A: The hypothesis `h` is U V = 1. The first rewrite multiplies out the blocks and compares them with the blocks of the identity, which gives four equations; `obtain` keeps the two from the left column, `h11` and `h21`. The step `key` is the product with the modified matrix. Then `det_mul` splits the determinant of the product, and the two `det_fromBlocks_zero` lemmas evaluate the triangular determinants.

This is Jacobi's complementary minor identity for a diagonal block. For arbitrary rows and columns the identity carries a sign that depends on their positions; for a diagonal block that sign is +1.

Q: Where does the complex conjugate come from?

A: From unitarity, which supplies the inverse. Since U U† = 1, we can take V = U†, and in blocks

U† = (A† C†; B† D†)

So P = A†, and det A† = conj(det A). Substituting this into det D = det U · det P gives the claim.

```lean
/-- For a unitary orbital transformation, the determinant of the virtual block is the full
determinant times the complex conjugate of that of the occupied block. -/
theorem det_virtual_eq_det_mul_conj_det_occupied
    {A : Matrix m m ℂ} {B : Matrix m n ℂ} {C : Matrix n m ℂ} {D : Matrix n n ℂ}
    (hU : fromBlocks A B C D ∈ unitaryGroup (m ⊕ n) ℂ) :
    D.det = (fromBlocks A B C D).det * starRingEnd ℂ A.det := by
  rw [mem_unitaryGroup_iff, star_eq_conjTranspose, fromBlocks_conjTranspose] at hU
  have h := det_virtual_eq_det_mul_det_inverse_block hU
  rw [det_conjTranspose] at h
  exact h
```

Here `hU` says that the block matrix belongs to `unitaryGroup (m ⊕ n) ℂ`, and `starRingEnd ℂ` is complex conjugation. The proof unfolds membership to U U† = 1, writes the adjoint in blocks, and applies the previous theorem.

Q: The phase of det U depends on how I choose the phases of my orbitals. I would only trust the modulus.

A: The modulus follows in two lines. Taking determinants in U U† = 1 gives

det U · conj(det U) = 1, so |det U|² = 1 and |det U| = 1

and then

|det D| = |det U| · |conj(det A)| = |det A|

```lean
/-- The occupied and virtual blocks of a unitary orbital transformation have determinants of
equal modulus. -/
theorem norm_det_virtual_eq_norm_det_occupied
    {A : Matrix m m ℂ} {B : Matrix m n ℂ} {C : Matrix n m ℂ} {D : Matrix n n ℂ}
    (hU : fromBlocks A B C D ∈ unitaryGroup (m ⊕ n) ℂ) :
    ‖D.det‖ = ‖A.det‖ := by
  -- the full determinant is a pure phase
  have hphase : ‖(fromBlocks A B C D).det‖ = 1 := by
    have h := congrArg Matrix.det (mem_unitaryGroup_iff.mp hU)
    rw [det_mul, star_eq_conjTranspose, det_conjTranspose, det_one] at h
    have h2 := congrArg norm h
    rw [norm_mul, norm_star, norm_one] at h2
    nlinarith [norm_nonneg (fromBlocks A B C D).det]
  rw [det_virtual_eq_det_mul_conj_det_occupied hU, norm_mul, hphase, one_mul]
  exact norm_star A.det
```

The inner statement `hphase` is the first line. Its last step, `nlinarith`, passes from |det U|² = 1 to |det U| = 1, using that a norm is not negative. The rest is the second line.

Q: This still ties the occupied rows to the occupied columns. If I compare a ground-state determinant with an excited one, the occupied orbitals carry different labels on the two sides.

A: Then you split rows and columns separately. Let `e` and `f` be two bijections from `m ⊕ n` to the common index set `ι`. The first says which row orbitals are occupied, the second which column orbitals are. The relabelled matrix W has entries W_ab = U_e(a),f(b), and it is again unitary:

Σ_c W_ac · conj(W_bc) = Σ_k U_e(a),k · conj(U_e(b),k) = δ_ab

The first equality holds because f(c) runs once through all of `ι`, the second because U is unitary and e is injective. The block result then applies to W.

```lean
/-- Complementary minors of a unitary matrix have equal modulus, where `e` and `f` split the row
and column orbitals independently into occupied and virtual ones. -/
theorem norm_complementary_minor_eq {U : Matrix ι ι ℂ} (hU : U ∈ unitaryGroup ι ℂ)
    (e f : m ⊕ n ≃ ι) :
    ‖(U.submatrix (e ∘ Sum.inr) (f ∘ Sum.inr)).det‖ =
      ‖(U.submatrix (e ∘ Sum.inl) (f ∘ Sum.inl)).det‖ := by
  -- relabelling rows and columns preserves unitarity
  have h : U.submatrix e f ∈ unitaryGroup (m ⊕ n) ℂ := by
    rw [mem_unitaryGroup_iff, star_eq_conjTranspose, conjTranspose_submatrix,
      submatrix_mul_equiv, ← star_eq_conjTranspose, mem_unitaryGroup_iff.mp hU,
      submatrix_one_equiv]
  rw [← fromBlocks_toBlocks (U.submatrix e f)] at h
  exact norm_det_virtual_eq_norm_det_occupied h
```

In the statement, `Sum.inl` picks the occupied labels and `Sum.inr` the virtual ones, so the two determinants are complementary minors of U. Relabelling can change the sign of a determinant, but the modulus doesn't see it. In the proof, `h` is the unitarity of W, and `fromBlocks_toBlocks` cuts W into its four blocks.

Q: So far U is just given. My orbitals are vectors with inner products. Why should their overlap matrix be unitary?

A: It is unitary if both sets are orthonormal and complete in the same space. First the definition, in which S no longer means the block of V: the overlap matrix S of two families φ and ψ has entries

S_ij = ⟨φ_i|ψ_j⟩

with the inner product conjugate-linear in its first argument, as in Dirac notation.

```lean
section Orbitals

variable {E : Type*} [NormedAddCommGroup E] [InnerProductSpace ℂ E]

/-- The overlap matrix of two families of orbitals, with entries `⟨φ i | ψ j⟩`. -/
noncomputable def overlap {κ : Type*} (φ ψ : κ → E) : Matrix κ κ ℂ :=
  Matrix.of fun i j => inner ℂ (φ i) (ψ j)
```

If φ and ψ are orthonormal bases of one space, insert the resolution of the identity in the basis ψ:

(S S†)_ij = Σ_k ⟨φ_i|ψ_k⟩ · conj(⟨φ_j|ψ_k⟩) = Σ_k ⟨φ_i|ψ_k⟩⟨ψ_k|φ_j⟩ = ⟨φ_i|φ_j⟩ = δ_ij

```lean
/-- The overlap matrix of two orthonormal orbital bases is unitary. -/
theorem overlap_mem_unitaryGroup (φ ψ : OrthonormalBasis ι ℂ E) :
    overlap φ ψ ∈ unitaryGroup ι ℂ := by
  rw [mem_unitaryGroup_iff, star_eq_conjTranspose]
  ext i j
  rw [Matrix.mul_apply]
  simp only [conjTranspose_apply, overlap, of_apply]
  -- insert the resolution of the identity in the basis ψ
  calc ∑ k, inner ℂ (φ i) (ψ k) * star (inner ℂ (φ j) (ψ k))
      = ∑ k, inner ℂ (φ i) (ψ k) * inner ℂ (ψ k) (φ j) :=
        Finset.sum_congr rfl fun k _ => by
          exact congrArg (fun z => inner ℂ (φ i) (ψ k) * z) (inner_conj_symm (ψ k) (φ j))
    _ = inner ℂ (φ i) (φ j) := ψ.sum_inner_mul_inner _ _
    _ = (1 : Matrix ι ι ℂ) i j := by
        rw [Matrix.one_apply]
        exact orthonormal_iff_ite.mp φ.orthonormal i j
```

The `calc` block follows this chain: `inner_conj_symm` turns the conjugated overlap around, `sum_inner_mul_inner` is the completeness of ψ, and the last step is the orthonormality of φ.

Q: Completeness is a strong word for a practical basis set.

A: It means completeness in E, the space that the orbitals span, and E is finite-dimensional because the bases are indexed by finite sets. Two self-consistent solutions in the same basis set at the same geometry qualify, provided you keep all their orbitals. Two geometries with atom-centred functions in general don't: the functions move with the atoms, the two spans differ, and S is no longer unitary.

For bases that do qualify, the block theorem applies to S directly.

```lean
/-- For two orthonormal orbital bases split into occupied and virtual orbitals, the determinants
of the virtual and occupied overlap matrices have equal modulus. -/
theorem norm_det_virtual_overlap_eq (φ ψ : OrthonormalBasis (m ⊕ n) ℂ E) :
    ‖(overlap (φ ∘ Sum.inr) (ψ ∘ Sum.inr)).det‖ =
      ‖(overlap (φ ∘ Sum.inl) (ψ ∘ Sum.inl)).det‖ := by
  have h := overlap_mem_unitaryGroup φ ψ
  rw [← fromBlocks_toBlocks (overlap φ ψ)] at h
  exact norm_det_virtual_eq_norm_det_occupied h
```

Composing with `Sum.inl` restricts each basis to its occupied orbitals, and composing with `Sum.inr` restricts it to its virtual ones. The two restricted overlap matrices are the diagonal blocks of S.

Q: But what I measure similarity with is the overlap of two N-electron states. You have a determinant of orbital overlaps.

A: For single Slater determinants they are the same number. Let Φ and Ψ be the normalised determinants built from two orthonormal sets of spin orbitals, φ_1, …, φ_N and ψ_1, …, ψ_N. Expanding both over permutations σ and τ gives

⟨Φ|Ψ⟩ = (1/N!) Σ_σ Σ_τ sgn(σ) sgn(τ) Π_i ⟨φ_σ(i)|ψ_τ(i)⟩

Put j = σ(i) and ρ = τσ⁻¹. The product becomes Π_j ⟨φ_j|ψ_ρ(j)⟩ and the sign becomes sgn(ρ). Every σ contributes the same sum over ρ, which cancels the 1/N!:

⟨Φ|Ψ⟩ = Σ_ρ sgn(ρ) Π_j ⟨φ_j|ψ_ρ(j)⟩ = det(⟨φ_i|ψ_j⟩)

The Lean file takes over from this last expression and contains no many-electron states. The name of its namespace, `ParticleHoleDuality`, stands for an identity between determinants of two blocks, with no particle–hole transformation of Fock space and no symmetry of a Hamiltonian.

Q: Then what do I gain from it in electronic structure?

A: For two single Slater determinants with the same number of electrons in one common finite orbital space, you can get the modulus of their overlap from whichever block is smaller, occupied or virtual. The smallest non-empty virtual block belongs to N electrons in N + 1 spin orbitals. The virtual block is then a single number, and with φ_h and ψ_h for the two empty orbitals,

|⟨Φ|Ψ⟩| = |⟨φ_h|ψ_h⟩|

If the two empty orbitals are orthogonal, so are the N-electron states.

```lean
/-- With a single virtual orbital in each basis, the determinant of the occupied overlap matrix
has the modulus of the overlap of the two virtual orbitals. -/
theorem norm_det_occupied_overlap_of_one_hole (φ ψ : OrthonormalBasis (m ⊕ Unit) ℂ E) :
    ‖(overlap (φ ∘ Sum.inl) (ψ ∘ Sum.inl)).det‖ =
      ‖inner ℂ (φ (Sum.inr ())) (ψ (Sum.inr ()))‖ := by
  rw [← norm_det_virtual_overlap_eq φ ψ, det_unique]
  rfl

end Orbitals
```

The type `Unit` has exactly one element, so `m ⊕ Unit` means any finite number of occupied orbitals and one virtual orbital. The proof reads the previous theorem from right to left and replaces the 1 × 1 determinant by its entry, which is what `det_unique` does.

Q: Show me one matrix that mixes occupied and virtual orbitals, so that I know this isn't only about block-diagonal cases.

A: Take one occupied and one virtual orbital, with

A = 3/5, B = 4i/5, C = −4/5, D = 3i/5

Both rows have norm 1, since 9/25 + 16/25 = 1. They are orthogonal, since

(3/5)(−4/5) + (4i/5)(−3i/5) = −12/25 + 12/25 = 0

The full determinant is

det U = (3/5)(3i/5) − (4i/5)(−4/5) = 9i/25 + 16i/25 = i

and indeed det D = 3i/5 = i · 3/5. The factor det U is needed here, because D and A differ by the phase i.

Q: But your A is real, so the conjugation does nothing.

A: True. To see it act, take the diagonal matrix with A = i and D = 1. Then det U = i, and i · conj(i) = 1 = det D, whereas i · i would give −1.

The theorem below states that the first matrix, the one with four nonzero blocks, is unitary. Its proof splits U U† = 1 into four block equations and checks the real and imaginary part of each entry.

```lean
/-- An explicit complex mixing of one occupied and one virtual orbital, with all four blocks
nonzero, is unitary. -/
theorem unitary_blocks_witness :
    fromBlocks !![(3 / 5 : ℂ)] !![4 / 5 * Complex.I] !![(-4 / 5 : ℂ)] !![3 / 5 * Complex.I] ∈
      unitaryGroup (Fin 1 ⊕ Fin 1) ℂ := by
  rw [mem_unitaryGroup_iff, star_eq_conjTranspose, fromBlocks_conjTranspose,
    fromBlocks_multiply, ← fromBlocks_one, fromBlocks_inj]
  -- expand the products entrywise, then compare real and imaginary parts
  refine ⟨?_, ?_, ?_, ?_⟩ <;> ext i j <;> fin_cases i <;> fin_cases j <;>
    simp only [Matrix.add_apply, Matrix.mul_apply, conjTranspose_apply,
      Finset.univ_unique, Finset.sum_singleton] <;>
    simp [Complex.ext_iff] <;> norm_num

end ParticleHoleDuality
```

```lean
#print axioms ParticleHoleDuality.norm_det_virtual_eq_norm_det_occupied
#print axioms ParticleHoleDuality.norm_complementary_minor_eq
#print axioms ParticleHoleDuality.norm_det_occupied_overlap_of_one_hole
```

```
'ParticleHoleDuality.norm_det_virtual_eq_norm_det_occupied' depends on axioms: [propext, Classical.choice, Quot.sound]
'ParticleHoleDuality.norm_complementary_minor_eq' depends on axioms: [propext, Classical.choice, Quot.sound]
'ParticleHoleDuality.norm_det_occupied_overlap_of_one_hole' depends on axioms: [propext, Classical.choice, Quot.sound]
```
